# A repulsive c/r² term added to −1/r underbinds the Rydberg series by a constant quantum defect for each l

Atomic units are used throughout. The letter l is the angular momentum, a natural number, and u(r) is r times the radial wavefunction of one electron in the potential

−1/r + c/r².

The real constant c is the strength of the subleading tail. For a purely exponential density, the LB94 potential, a model exchange-correlation potential of density-functional theory, falls off as −1/r plus a 1/r² term whose coefficient depends on the density. Here c is simply given, and the two-term form is used at every r > 0, not only far out. In this one-electron model, the correct −1/r limit alone does not fix the Rydberg energies, on which Rydberg excitation energies depend.

```lean
import Mathlib

open Filter Topology

namespace SubleadingTail

noncomputable section
```

`SolvesRadial l c E u` says that u has a first and a second derivative at every r > 0 and satisfies there

−u″/2 + (l(l+1)/(2r²) − 1/r + c/r²) u = E u.

It is a statement about the differential equation only; boundary behaviour is treated in (g).

```lean
/-- The function `u` solves, for `r > 0`, the radial Schrödinger equation (atomic units) with
angular momentum `l`, potential `-1/r + c/r²` and energy `E`. -/
def SolvesRadial (l : ℕ) (c E : ℝ) (u : ℝ → ℝ) : Prop :=
  ∃ u' u'' : ℝ → ℝ, ∀ r : ℝ, 0 < r → HasDerivAt u (u' r) r ∧ HasDerivAt u' (u'' r) r ∧
    -(u'' r) / 2 + (l * (l + 1) / (2 * r ^ 2) - 1 / r + c / r ^ 2) * u r = E * u r
```

The series is labelled by k = 0, 1, 2, …, with a real number s > 0 that part (a) will tie to l and c. Write N = k + s for the effective quantum number. The candidate energy, `level s k`, is −1/(2N²).

```lean
/-- The energy `-1/(2(k+s)²)` with effective quantum number `k + s`, for `s > 0`. -/
def level (s : ℝ) (k : ℕ) : ℝ := -1 / (2 * ((k : ℝ) + s) ^ 2)
```

The candidate function has a factor w(r) = r^s exp(−r/N), called `envelope`.

```lean
/-- The power-law and exponential factor `r^s exp(-r/N)` of a radial function, for `N ≠ 0`. -/
def envelope (s N r : ℝ) : ℝ := r ^ s * Real.exp (-r / N)
```

It also has a polynomial factor P with coefficients a_j, where a_0 = 1 and

a_{j+1} = −2(k−j) / (N (j+1)(j+2s)) · a_j.

```lean
/-- The Frobenius coefficients of the `k`-th radial function, for `s > 0`. -/
def seriesCoeff (s : ℝ) (k : ℕ) : ℕ → ℝ
  | 0 => 1
  | j + 1 => -(2 * ((k : ℝ) - j)) / (((k : ℝ) + s) * (j + 1) * (j + 2 * s)) * seriesCoeff s k j
```

P is the sum of a_j r^j over j = 0, …, k.

```lean
/-- The polynomial factor of the `k`-th radial function, for `s > 0`. -/
def radialPoly (s : ℝ) (k : ℕ) : Polynomial ℝ :=
  ∑ j ∈ Finset.range (k + 1), Polynomial.monomial j (seriesCoeff s k j)
```

The radial function is u = wP, called `orbital`. It is not normalised; its scale is set by a_0 = 1.

```lean
/-- The `k`-th radial function: envelope times polynomial, for `s > 0`. -/
def orbital (s : ℝ) (k : ℕ) (r : ℝ) : ℝ :=
  envelope s ((k : ℝ) + s) r * (radialPoly s k).eval r
```

## (a) The exponent at the nucleus

**Task.** Inserting u ≈ r^s into the radial equation and keeping the terms in r^(s−2) gives s(s−1) = l(l+1) + 2c. Show that for c ≥ 0 this has exactly one solution s ≥ 1, namely

s = 1/2 + √((l + 1/2)² + 2c).

**Solution.** Completing the square gives (s − 1/2)² = (l + 1/2)² + 2c. If s ≥ 1, then s − 1/2 is positive and must be the positive root. Conversely, the number under the root is at least 1/4, so the formula gives s ≥ 1, and squaring recovers the equation. The two directions of the "if and only if" in `exponent_iff` are these two arguments.

```lean
/-- For `c ≥ 0` the equation `s(s-1) = l(l+1) + 2c` has exactly one solution `s ≥ 1`,
given by a square root. -/
theorem exponent_iff {l : ℕ} {c s : ℝ} (hc : 0 ≤ c) :
    (1 ≤ s ∧ s * (s - 1) = l * (l + 1) + 2 * c) ↔
      s = 1 / 2 + √(((l : ℝ) + 1 / 2) ^ 2 + 2 * c) := by
  have hl : (0 : ℝ) ≤ l := Nat.cast_nonneg l
  constructor
  · rintro ⟨h1, h2⟩
    have h : ((l : ℝ) + 1 / 2) ^ 2 + 2 * c = (s - 1 / 2) ^ 2 := by linear_combination -h2
    rw [h, Real.sqrt_sq (by linarith)]
    ring
  · intro hs
    have hq : 0 ≤ ((l : ℝ) + 1 / 2) ^ 2 + 2 * c := by positivity
    have h := Real.sq_sqrt hq
    have hge : 1 / 2 ≤ √(((l : ℝ) + 1 / 2) ^ 2 + 2 * c) :=
      Real.le_sqrt_of_sq_le (by nlinarith)
    rw [hs]
    exact ⟨by linarith, by linear_combination h⟩
```

## (b) Termination of the series

**Task.** Show that the recurrence stops:

a_j = 0 for all j > k.

**Solution.** The step from j = k to k + 1 contains the factor k − j = 0, so a_{k+1} = 0. Each later coefficient is a multiple of the one before and vanishes too. The Lean induction on j separates these same two cases.

```lean
/-- The Frobenius series terminates: all coefficients beyond order `k` vanish. -/
theorem seriesCoeff_eq_zero (s : ℝ) {k j : ℕ} (h : k < j) : seriesCoeff s k j = 0 := by
  induction j with
  | zero => omega
  | succ j ih =>
    rcases Nat.lt_succ_iff_lt_or_eq.mp h with h' | h'
    · rw [seriesCoeff, ih h', mul_zero]
    · subst h'
      simp [seriesCoeff]
```

## (c) Coefficients of P at every order

**Task.** Show that, for every j, including j > k,

coefficient of r^j in P = a_j.

**Solution.** For j ≤ k this is the definition of P. For j > k the polynomial has no such term, and a_j = 0 by (b). The case split `split_ifs` makes this distinction.

```lean
lemma radialPoly_coeff (s : ℝ) (k j : ℕ) : (radialPoly s k).coeff j = seriesCoeff s k j := by
  rw [radialPoly, Polynomial.finsetSum_coeff]
  simp only [Polynomial.coeff_monomial, Finset.sum_ite_eq', Finset.mem_range]
  split_ifs with h
  · rfl
  · exact (seriesCoeff_eq_zero s (by omega)).symm
```

## (d) The differential equation for P

**Task.** For s > 0 and every real r, show that

r P″ + 2(s − r/N) P′ + (2k/N) P = 0.

**Solution.** Collect the coefficient of r^j. The terms rP″ and 2sP′ give j(j+1)a_{j+1} and 2s(j+1)a_{j+1}; the other two give −(2j/N)a_j and (2k/N)a_j. The sum is

(j+1)(j+2s) a_{j+1} + (2(k−j)/N) a_j,

which is zero by the recurrence. In Lean, `hrec` is the recurrence with its denominators cleared, and `key` is the polynomial identity, compared order by order. Order zero is handled separately because multiplication by r shifts the index.

```lean
/-- For `s > 0` the polynomial factor obeys the Laguerre-type equation
`r P'' + 2(s - r/(k+s)) P' + 2k/(k+s) P = 0`. -/
theorem radialPoly_ode {s : ℝ} (hs : 0 < s) (k : ℕ) (r : ℝ) :
    r * (radialPoly s k).derivative.derivative.eval r
      + 2 * (s - r / ((k : ℝ) + s)) * (radialPoly s k).derivative.eval r
      + 2 * k / ((k : ℝ) + s) * (radialPoly s k).eval r = 0 := by
  have hrec : ∀ j : ℕ, ((j : ℝ) + 1) * (j + 2 * s) * seriesCoeff s k (j + 1)
      = -(2 * ((k : ℝ) - j) / ((k : ℝ) + s)) * seriesCoeff s k j := by
    intro j
    have h1 : (k : ℝ) + s ≠ 0 := by positivity
    have h2 : (j : ℝ) + 1 ≠ 0 := by positivity
    have h3 : (j : ℝ) + 2 * s ≠ 0 := by positivity
    rw [seriesCoeff]
    field_simp
  -- compare coefficients order by order
  have key : Polynomial.X * (radialPoly s k).derivative.derivative
      + Polynomial.C (2 * s) * (radialPoly s k).derivative
      - Polynomial.C (2 / ((k : ℝ) + s)) * (Polynomial.X * (radialPoly s k).derivative)
      + Polynomial.C (2 * k / ((k : ℝ) + s)) * radialPoly s k = 0 := by
    ext j
    have h := hrec j
    cases j with
    | zero =>
      simp only [Polynomial.coeff_add, Polynomial.coeff_sub,
        Polynomial.mul_coeff_zero, Polynomial.coeff_X_zero, Polynomial.coeff_C_zero,
        Polynomial.coeff_derivative, radialPoly_coeff, Polynomial.coeff_zero]
      simp only [Nat.cast_zero, zero_add] at h ⊢
      linear_combination h
    | succ j =>
      simp only [Polynomial.coeff_add, Polynomial.coeff_sub, Polynomial.coeff_C_mul,
        Polynomial.coeff_X_mul, Polynomial.coeff_derivative, radialPoly_coeff,
        Polynomial.coeff_zero]
      simp only [Nat.cast_add, Nat.cast_one] at h ⊢
      linear_combination h
  have h := congrArg (Polynomial.eval r) key
  simp only [Polynomial.eval_add, Polynomial.eval_sub, Polynomial.eval_mul, Polynomial.eval_C,
    Polynomial.eval_X, Polynomial.eval_zero] at h
  linear_combination h
```

## (e) The slope of the envelope

**Task.** For r > 0, show that

w′ = w (s/r − 1/N).

**Solution.** The product rule gives s r^(s−1) exp(−r/N) − (1/N) r^s exp(−r/N). Taking out w leaves the bracket. The Lean proof differentiates the two factors as `h1` and `h2` and multiplies them.

```lean
lemma envelope_hasDerivAt (s N : ℝ) {r : ℝ} (hr : 0 < r) :
    HasDerivAt (envelope s N) (envelope s N r * (s * r⁻¹ - N⁻¹)) r := by
  have h1 : HasDerivAt (fun x : ℝ => x ^ s) (s * r ^ (s - 1)) r :=
    Real.hasDerivAt_rpow_const (Or.inl hr.ne')
  have h2 : HasDerivAt (fun x : ℝ => Real.exp (-x / N)) (Real.exp (-r / N) * (-1 / N)) r :=
    ((hasDerivAt_id' r).fun_neg.div_const N).exp
  refine (h1.fun_mul h2).congr_deriv ?_
  rw [Real.rpow_sub_one hr.ne', envelope]
  ring
```

## (f) The radial equation for every k

**Task.** Let s ≥ 1 and s(s−1) = l(l+1) + 2c. Show that u = wP solves the radial equation with

E = −1/(2(k+s)²).

**Solution.** Put g = s/r − 1/N, so that w′ = wg and g′ = −s/r². Then

u′ = w(gP + P′),

u″ = w[(g² + g′)P + 2gP′ + P″].

Dividing (d) by r, and using k/N = 1 − s/N, gives

P″ + 2gP′ = −(2/r)(1 − s/N) P.

Also g² + g′ = s(s−1)/r² − 2s/(Nr) + 1/N². The terms in s/(Nr) cancel, leaving

u″ = [s(s−1)/r² − 2/r + 1/N²] u.

Insert this into −u″/2 and replace s(s−1) by l(l+1) + 2c. All the potential terms cancel, and −u/(2N²) remains.

In Lean, the product rule supplies both derivatives, `hP` is the divided equation, and the last `linear_combination` adds `hP` and the exponent condition `h` with the weights that this cancellation needs.

```lean
/-- If `s ≥ 1` and `s(s-1) = l(l+1) + 2c`, every radial function of the series solves the
radial equation with the tail `c/r²`, at the energy `-1/(2(k+s)²)`. -/
theorem orbital_solves {l : ℕ} {c s : ℝ} (hs : 1 ≤ s)
    (h : s * (s - 1) = l * (l + 1) + 2 * c) (k : ℕ) :
    SolvesRadial l c (level s k) (orbital s k) := by
  have hs0 : 0 < s := by linarith
  have hN0 : (k : ℝ) + s ≠ 0 := by positivity
  have hg : ∀ r : ℝ, 0 < r →
      HasDerivAt (fun x : ℝ => s * x⁻¹ - ((k : ℝ) + s)⁻¹) (-s * r⁻¹ ^ 2) r := fun r hr =>
    (((hasDerivAt_inv hr.ne').const_mul s).sub_const _).congr_deriv (by ring)
  have hE : level s k = -(((k : ℝ) + s)⁻¹ ^ 2) / 2 := by
    unfold level
    field_simp
  refine ⟨_, _, fun r hr => ⟨(envelope_hasDerivAt s _ hr).fun_mul
    ((radialPoly s k).hasDerivAt r), ((((envelope_hasDerivAt s _ hr).fun_mul (hg r hr)).fun_mul
    ((radialPoly s k).hasDerivAt r)).fun_add ((envelope_hasDerivAt s _ hr).fun_mul
    ((radialPoly s k).derivative.hasDerivAt r))), ?_⟩⟩
  have hr1 : r * r⁻¹ = 1 := mul_inv_cancel₀ hr.ne'
  have hN1 : ((k : ℝ) + s) * ((k : ℝ) + s)⁻¹ = 1 := mul_inv_cancel₀ hN0
  -- the polynomial equation divided by r
  have hP : (radialPoly s k).derivative.derivative.eval r
      + 2 * (s * r⁻¹ - ((k : ℝ) + s)⁻¹) * (radialPoly s k).derivative.eval r
      + 2 * r⁻¹ * (1 - s * ((k : ℝ) + s)⁻¹) * (radialPoly s k).eval r = 0 := by
    linear_combination r⁻¹ * radialPoly_ode hs0 k r
      + (2 * ((k : ℝ) + s)⁻¹ * (radialPoly s k).derivative.eval r
        - (radialPoly s k).derivative.derivative.eval r) * hr1
      - 2 * r⁻¹ * (radialPoly s k).eval r * hN1
  simp only [orbital, hE]
  linear_combination -(envelope s ((k : ℝ) + s) r) / 2 * hP
    - envelope s ((k : ℝ) + s) r * (radialPoly s k).eval r * r⁻¹ ^ 2 / 2 * h
```

## (g) Behaviour at the nucleus and at infinity

**Task.** For s > 0, show that

u/r^s → 1 as r → 0 from above, and u → 0 as r → ∞.

**Solution.** The ratio u/r^s equals exp(−r/N) P(r), which is continuous and has the value a_0 = 1 at r = 0. At large r, u is a finite sum of terms a_j r^(s+j) exp(−r/N), and the exponential beats every power. The Lean proof takes the second limit term by term. Whether these functions exhaust the bound states is a separate question, which the theorems leave open.

```lean
/-- For `s > 0` each radial function behaves as `r^s` at the nucleus and vanishes at infinity. -/
theorem orbital_boundary {s : ℝ} (hs : 0 < s) (k : ℕ) :
    Tendsto (fun r => orbital s k r / r ^ s) (𝓝[>] 0) (𝓝 1) ∧
      Tendsto (orbital s k) atTop (𝓝 0) := by
  constructor
  · have hc : Continuous fun r : ℝ =>
        Real.exp (-r / ((k : ℝ) + s)) * (radialPoly s k).eval r :=
      (Real.continuous_exp.comp (continuous_neg.div_const _)).mul (radialPoly s k).continuous
    have h0 := hc.tendsto 0
    have hv : Real.exp (-0 / ((k : ℝ) + s)) * (radialPoly s k).eval 0 = 1 := by
      rw [← Polynomial.coeff_zero_eq_eval_zero, radialPoly_coeff]
      simp [seriesCoeff]
    rw [hv] at h0
    refine (h0.mono_left nhdsWithin_le_nhds).congr' ?_
    filter_upwards [self_mem_nhdsWithin] with r hr
    rw [eq_div_iff (Real.rpow_pos_of_pos hr s).ne', orbital, envelope]
    ring
  · have hN : 0 < ((k : ℝ) + s)⁻¹ := by positivity
    -- every term is a power times a decaying exponential
    have ht := tendsto_finsetSum (Finset.range (k + 1)) (fun j _ =>
      (tendsto_rpow_mul_exp_neg_mul_atTop_nhds_zero (s + (j : ℝ)) _ hN).const_mul
        (seriesCoeff s k j))
    simp only [mul_zero, Finset.sum_const_zero] at ht
    refine ht.congr' ?_
    filter_upwards [eventually_gt_atTop 0] with r hr
    have he : -r / ((k : ℝ) + s) = -((k : ℝ) + s)⁻¹ * r := by ring
    rw [orbital, envelope, radialPoly, Polynomial.eval_finsetSum, Finset.mul_sum, he]
    refine Finset.sum_congr rfl fun j _ => ?_
    rw [Polynomial.eval_monomial, Real.rpow_add hr, Real.rpow_natCast]
    ring
```

## (h) The lowest function of the series

**Task.** Show that for k = 0

u = r^s exp(−r/s).

**Solution.** Here P = a_0 = 1 and N = s. By (f), the energy is −1/(2s²) when s satisfies the conditions there. The normalised function is u divided by √(Γ(2s+1) (s/2)^(2s+1)). In the smallest case, l = 0 and c = 0, the exponent is s = 1 and this is the hydrogen 1s function 2r exp(−r).

```lean
/-- The lowest radial function of the series is `r^s exp(-r/s)`. -/
theorem orbital_zero (s r : ℝ) : orbital s 0 r = r ^ s * Real.exp (-r / s) := by
  simp [orbital, envelope, radialPoly, seriesCoeff]
```

## (i) One quantum defect for all k

**Task.** A Rydberg formula has the form E = −1/(2(n−δ)²), with principal quantum number n and quantum defect δ. Under the conditions of (f), show that the levels have this form with

n = k + l + 1 and δ = −2c/(s+l).

**Solution.** The exponent condition factorises:

(s − l − 1)(s + l) = s(s−1) − l(l+1) = 2c.

Since s + l > 0, this gives s − l − 1 = 2c/(s+l) = −δ, and so k + s = n − δ. The defect depends on l and c but not on k, and it is negative for a repulsive tail. In Lean, `hd` is the formula for δ and `e` the rewriting of k + s.

```lean
/-- If `s ≥ 1` and `s(s-1) = l(l+1) + 2c`, the levels follow a Rydberg formula with principal
quantum number `k + l + 1` and the quantum defect `-2c/(s+l)`, the same for all `k`. -/
theorem level_quantum_defect {l : ℕ} {c s : ℝ} (hs : 1 ≤ s)
    (h : s * (s - 1) = l * (l + 1) + 2 * c) (k : ℕ) :
    level s k = -1 / (2 * (((k : ℝ) + l + 1) - (-(2 * c) / (s + l))) ^ 2) := by
  have hsl : s + (l : ℝ) ≠ 0 := by positivity
  have hd : -(2 * c) / (s + l) = (l : ℝ) + 1 - s := by
    rw [div_eq_iff hsl]
    linear_combination h
  have e : ((k : ℝ) + l + 1) - ((l : ℝ) + 1 - s) = k + s := by ring
  rw [hd, e, level]
```

## (j) Underbinding exactly for a repulsive tail

**Task.** Under the same conditions, compare with the hydrogen level of the same k and l, and show that

−1/(2(k+l+1)²) < −1/(2(k+s)²) exactly when c > 0.

**Solution.** For x > 0 the function −1/(2x²) increases, so the inequality means l + 1 < s. In the factorisation from (i), s + l is positive, so s − l − 1 has the sign of c. The Lean proof has the factorisation as `hf` and obtains l + 1 < s by contradiction in both directions.

For l = 0, k = 0 and c = 1, the exponent is s = 2, and the level rises from −1/2 to −1/8. The same sign argument shows that an attractive tail, c < 0, puts each level strictly below its hydrogen partner. With s ≥ 1 this requires l ≥ 1, because for l = 0 the exponent condition forces c ≥ 0.

```lean
/-- If `s ≥ 1` and `s(s-1) = l(l+1) + 2c`, each level lies above the hydrogen level with the
same `k` and `l` exactly when the tail `c/r²` is repulsive, `c > 0`. -/
theorem underbinding_iff {l : ℕ} {c s : ℝ} (hs : 1 ≤ s)
    (h : s * (s - 1) = l * (l + 1) + 2 * c) (k : ℕ) :
    -1 / (2 * ((k : ℝ) + l + 1) ^ 2) < level s k ↔ 0 < c := by
  have hl : (0 : ℝ) ≤ l := Nat.cast_nonneg l
  have hk : (0 : ℝ) ≤ k := Nat.cast_nonneg k
  have hs0 : 0 < s := by linarith
  have hf : (s - (l + 1)) * (s + l) = 2 * c := by linear_combination h
  rw [level, neg_div, neg_div, neg_lt_neg_iff,
    one_div_lt_one_div (by positivity) (by positivity)]
  constructor
  · intro hlt
    have h1 : (l : ℝ) + 1 < s := by
      by_contra hn
      have hn' : s ≤ (l : ℝ) + 1 := not_lt.mp hn
      nlinarith
    have h2 : 0 < (s - (l + 1)) * (s + l) := mul_pos (by linarith) (by linarith)
    linarith
  · intro hc
    have h1 : (l : ℝ) + 1 < s := by
      by_contra hn
      have hn' : s ≤ (l : ℝ) + 1 := not_lt.mp hn
      nlinarith
    nlinarith

end

end SubleadingTail
```

```lean
#print axioms SubleadingTail.orbital_solves
-- 'SubleadingTail.orbital_solves' depends on axioms: [propext, Classical.choice, Quot.sound]
#print axioms SubleadingTail.orbital_zero
-- 'SubleadingTail.orbital_zero' depends on axioms: [propext, Classical.choice, Quot.sound]
#print axioms SubleadingTail.level_quantum_defect
-- 'SubleadingTail.level_quantum_defect' depends on axioms: [propext, Classical.choice, Quot.sound]
#print axioms SubleadingTail.underbinding_iff
-- 'SubleadingTail.underbinding_iff' depends on axioms: [propext, Classical.choice, Quot.sound]
```
